# A Gaussian charge $Z$ with standard deviation $s>0$ along each axis has electrostatic self-energy $Z^2/(2\sqrt\pi\,s)$ in atomic units

**Q.** What does the formal statement take as the Coulomb potential of the ion? If it simply inserts an error function, the electrostatics has been assumed.

**A.** The potential of a radial charge density $\rho$ is defined by the shell theorem, which has physical meaning when both integrals converge:

$$V_\rho(r)=\frac1r\int_0^r 4\pi t^2\rho(t)\,dt+\int_r^\infty 4\pi t\,\rho(t)\,dt .$$

The first term is the enclosed charge over $r$. The second adds the shells outside $r$, each of which contributes its charge over its own radius $t$. The error function then comes out as a theorem. In Lean, $V_\rho$ is `shellPotential`, and the density

$$n(r)=Z(2\pi s^2)^{-3/2}e^{-r^2/(2s^2)}$$

is `gaussianDensity Z s r`. The width $s$ is the standard deviation along each axis. The function $\mathrm{erf}(x)=\frac{2}{\sqrt\pi}\int_0^x e^{-t^2}dt$ is defined by its integral.

```lean
import Mathlib

open MeasureTheory Filter Set
open scoped Real Topology

namespace GaussianIonSelfEnergy

noncomputable section

/-- The error function, defined by its integral. -/
def erf (x : ℝ) : ℝ := 2 / √π * ∫ t in (0 : ℝ)..x, Real.exp (-t ^ 2)

/-- The Gaussian charge density of total charge `Z` and width `s > 0`, at distance `r`. -/
def gaussianDensity (Z s r : ℝ) : ℝ :=
  Z * (2 * π * s ^ 2) ^ (-3 / 2 : ℝ) * Real.exp (-r ^ 2 / (2 * s ^ 2))

/-- The Coulomb potential at distance `r > 0` of a radial charge density `ρ`: the enclosed
charge divided by `r`, plus the constant potentials of the shells outside `r`. -/
def shellPotential (ρ : ℝ → ℝ) (r : ℝ) : ℝ :=
  1 / r * (∫ t in (0 : ℝ)..r, 4 * π * t ^ 2 * ρ t) + ∫ t in Ioi r, 4 * π * t * ρ t
```

**Q.** So the shell theorem itself is an input?

**A.** Yes. It stands for Coulomb's law averaged over spheres, and it is not derived here from the three-dimensional integral of $\rho(\mathbf r')/|\mathbf r-\mathbf r'|$. The volume element $4\pi r^2\,dr$ is likewise written in by hand. Units are such that a point charge $Z$ has potential $Z/r$. All quantities are real numbers, and $Z$ may have either sign or vanish.

**Q.** Then show me the error function coming out.

**A.** The two derivatives below do it, together with the decay of the Gaussian at infinity. The limit of the error function is listed with them but is used only later, for the total charge and the energy integral:

$$\frac{d}{dr}\mathrm{erf}(kr)=\frac{2k}{\sqrt\pi}e^{-k^2r^2},\qquad \frac{d}{dr}e^{-pr^2}=-2pr\,e^{-pr^2},\qquad \mathrm{erf}(x)\to1 .$$

The first is the fundamental theorem of calculus with the chain rule. The limit follows from $\int_0^\infty e^{-t^2}dt=\sqrt\pi/2$.

```lean
/-- The derivative of `erf (k x)` at `x = r` is `(2 k / √π) exp (-(k r)²)`, for any real `k`. -/
theorem hasDerivAt_erf_mul (k r : ℝ) :
    HasDerivAt (fun x => erf (k * x)) (2 / √π * Real.exp (-(k * r) ^ 2) * k) r := by
  have hc : Continuous (fun t : ℝ => Real.exp (-t ^ 2)) := by fun_prop
  have he : HasDerivAt erf (2 / √π * Real.exp (-(k * r) ^ 2)) (k * r) :=
    (hc.integral_hasStrictDerivAt 0 (k * r)).hasDerivAt.const_mul (2 / √π)
  have h : HasDerivAt (fun x : ℝ => k * x) k r := by
    simpa using (hasDerivAt_id' r).const_mul k
  exact he.comp r h

/-- The derivative of the Gaussian `exp (-p x²)`. -/
theorem hasDerivAt_gauss (p r : ℝ) :
    HasDerivAt (fun x => Real.exp (-(p * x ^ 2)))
      (-(2 * p * r) * Real.exp (-(p * r ^ 2))) r := by
  have h : HasDerivAt (fun x : ℝ => -(p * x ^ 2)) (-(2 * p * r)) r :=
    ((hasDerivAt_pow 2 r).const_mul p).fun_neg.congr_deriv (by simp; ring)
  exact h.exp.congr_deriv (by ring)

/-- The error function tends to one at large argument. -/
theorem tendsto_erf : Tendsto erf atTop (𝓝 1) := by
  have hi : Integrable (fun t : ℝ => Real.exp (-t ^ 2)) := by
    simpa using integrable_exp_neg_mul_sq (one_pos : (0 : ℝ) < 1)
  have hv : ∫ t in Ioi (0 : ℝ), Real.exp (-t ^ 2) = √π / 2 := by
    simpa using integral_gaussian_Ioi 1
  have hp : √π ≠ 0 := by positivity
  have h := (intervalIntegral_tendsto_integral_Ioi 0 hi.integrableOn tendsto_id).const_mul
    (2 / √π)
  rw [hv, show 2 / √π * (√π / 2) = 1 by field_simp] at h
  exact h
```

With the inverse length $q=1/(\sqrt2\,s)$, the density becomes $n(t)=Z\,q^3\pi^{-3/2}e^{-q^2t^2}$. The next lemma does this conversion, including the power $-3/2$.

```lean
/-- The Gaussian density of width `s > 0`, written with the inverse length `1/(√2 s)`. -/
theorem gaussianDensity_eq (Z : ℝ) {s : ℝ} (hs : 0 < s) (r : ℝ) :
    gaussianDensity Z s r = Z * ((1 / (√2 * s)) ^ 3 / (π * √π)) *
      Real.exp (-((1 / (√2 * s)) ^ 2 * r ^ 2)) := by
  have hq : (1 / (√2 * s)) ^ 2 = 1 / (2 * s ^ 2) := by
    rw [div_pow, mul_pow, Real.sq_sqrt (by norm_num : (0 : ℝ) ≤ 2), one_pow]
  have hx : 0 < 2 * π * s ^ 2 := by positivity
  have hroot : √(2 * π * s ^ 2) = √2 * √π * s := by
    rw [Real.sqrt_mul (by positivity), Real.sqrt_mul (by norm_num), Real.sqrt_sq hs.le]
  have h3 : (1 / (√2 * s)) ^ 3 = 1 / (2 * s ^ 2) * (1 / (√2 * s)) := by
    rw [pow_succ (1 / (√2 * s)) 2, hq]
  have hc : (2 * π * s ^ 2) ^ (-3 / 2 : ℝ) = (1 / (√2 * s)) ^ 3 / (π * √π) := by
    rw [show (-3 / 2 : ℝ) = -(1 + 1 / 2) by norm_num, Real.rpow_neg hx.le,
      Real.rpow_add hx, Real.rpow_one, ← Real.sqrt_eq_rpow, hroot, h3]
    field_simp
  unfold gaussianDensity
  rw [hc, hq, show -r ^ 2 / (2 * s ^ 2) = -(1 / (2 * s ^ 2) * r ^ 2) by ring]
```

Now integrate the shells. Differentiation confirms the antiderivative behind the enclosed charge,

$$\int_0^r4\pi t^2n(t)\,dt=Z\Big[\mathrm{erf}(qr)-\frac{2q}{\sqrt\pi}\,r\,e^{-q^2r^2}\Big],$$

and the outer shells give

$$\int_r^\infty4\pi t\,n(t)\,dt=\frac{4Zq^3}{\sqrt\pi}\cdot\frac{e^{-q^2r^2}}{2q^2}=\frac{2Zq}{\sqrt\pi}\,e^{-q^2r^2}.$$

Divide the first by $r$ and add the second. The Gaussian terms cancel, which leaves $V_n(r)=Z\,\mathrm{erf}(qr)/r$ for $r>0$. In the proof, `hin` and `hout'` are these two integrals, and the last `linear_combination` is the cancellation.

```lean
/-- At `r > 0` the Coulomb potential of a Gaussian charge of width `s > 0` is
`Z erf(r/(√2 s))/r`. -/
theorem shellPotential_gaussian (Z : ℝ) {s r : ℝ} (hs : 0 < s) (hr : 0 < r) :
    shellPotential (gaussianDensity Z s) r = Z * erf (r / (√2 * s)) / r := by
  obtain ⟨q, hq⟩ : ∃ q, q = 1 / (√2 * s) := ⟨_, rfl⟩
  have hq0 : 0 < q := by rw [hq]; positivity
  have hρ : ∀ t, gaussianDensity Z s t =
      Z * (q ^ 3 / (π * √π)) * Real.exp (-(q ^ 2 * t ^ 2)) := fun t => by
    rw [hq]; exact gaussianDensity_eq Z hs t
  have e : π * (q ^ 3 / (π * √π)) = q ^ 3 / √π := by field_simp
  have e3 : q ^ 2 * (1 / (2 * q ^ 2)) = 1 / 2 := by field_simp
  have h0 : erf 0 = 0 := by simp [erf]
  -- charge enclosed in the sphere of radius r
  have hG : ∀ t, HasDerivAt
      (fun x => Z * (erf (q * x) - 2 * q / √π * (x * Real.exp (-(q ^ 2 * x ^ 2)))))
      (4 * π * t ^ 2 * gaussianDensity Z s t) t := fun t => by
    refine (((hasDerivAt_erf_mul q t).fun_sub (((hasDerivAt_id' t).fun_mul
      (hasDerivAt_gauss (q ^ 2) t)).const_mul (2 * q / √π))).const_mul Z).congr_deriv ?_
    rw [hρ, mul_pow]
    linear_combination (-(4 * t ^ 2 * Z * Real.exp (-(q ^ 2 * t ^ 2)))) * e
  have hin : ∫ t in (0 : ℝ)..r, 4 * π * t ^ 2 * gaussianDensity Z s t =
      Z * (erf (q * r) - 2 * q / √π * (r * Real.exp (-(q ^ 2 * r ^ 2)))) := by
    rw [intervalIntegral.integral_eq_sub_of_hasDerivAt (fun t _ => hG t)
      (Continuous.intervalIntegrable (by unfold gaussianDensity; fun_prop) _ _)]
    simp [h0]
  -- potential of the shells outside r
  have hlim : Tendsto (fun x : ℝ => Real.exp (-(q ^ 2 * x ^ 2))) atTop (𝓝 0) :=
    Real.tendsto_exp_neg_atTop_nhds_zero.comp
      ((tendsto_pow_atTop two_ne_zero).const_mul_atTop (by positivity))
  have hH : ∀ t, HasDerivAt (fun x => -(1 / (2 * q ^ 2)) * Real.exp (-(q ^ 2 * x ^ 2)))
      (t * Real.exp (-(q ^ 2 * t ^ 2))) t := fun t =>
    ((hasDerivAt_gauss (q ^ 2) t).const_mul (-(1 / (2 * q ^ 2)))).congr_deriv (by
      linear_combination (2 * t * Real.exp (-(q ^ 2 * t ^ 2))) * e3)
  have hout := integral_Ioi_of_hasDerivAt_of_nonneg' (a := r) (fun t _ => hH t)
    (fun t ht => mul_nonneg (hr.trans (mem_Ioi.mp ht)).le (Real.exp_pos _).le)
    (hlim.const_mul (-(1 / (2 * q ^ 2))))
  have hfun : ∀ t, 4 * π * t * gaussianDensity Z s t =
      4 * Z * q ^ 3 / √π * (t * Real.exp (-(q ^ 2 * t ^ 2))) := fun t => by
    rw [hρ]
    linear_combination (4 * t * Z * Real.exp (-(q ^ 2 * t ^ 2))) * e
  have hout' : ∫ t in Ioi r, 4 * π * t * gaussianDensity Z s t =
      2 * Z * q / √π * Real.exp (-(q ^ 2 * r ^ 2)) := by
    simp_rw [hfun]
    rw [integral_const_mul, hout]
    linear_combination (4 * Z * q / √π * Real.exp (-(q ^ 2 * r ^ 2))) * e3
  have hr1 : 1 / r * r = 1 := by field_simp
  unfold shellPotential
  rw [hin, hout', show r / (√2 * s) = q * r by rw [hq]; ring]
  linear_combination (-(Z * 2 * q / √π * Real.exp (-(q ^ 2 * r ^ 2)))) * hr1
```

**Q.** Is the prefactor right, so that $Z$ really is the total charge?

**A.** Let $r\to\infty$ in the enclosed charge: the error function tends to 1, the Gaussian term vanishes, and $Z$ remains.

**Q.** The energy integral runs to infinity and contains an error function. How is it done?

**A.** By parts. For $p,q>0$, integrate $r\,e^{-pr^2}$ and differentiate $\mathrm{erf}(qr)$. The boundary term vanishes at both ends, so

$$\int_0^\infty r\,e^{-pr^2}\mathrm{erf}(qr)\,dr=\frac{1}{2p}\cdot\frac{2q}{\sqrt\pi}\int_0^\infty e^{-(p+q^2)r^2}dr=\frac{q}{2p\sqrt{p+q^2}} .$$

Lean works with the antiderivative that this calculation produces. With $c=\sqrt{p+q^2}$,

$$F(r)=\frac{q}{2pc}\,\mathrm{erf}(cr)-\frac1{2p}\,e^{-pr^2}\,\mathrm{erf}(qr).$$

The step `hF` checks that $F'$ is the integrand, using $e^{-c^2r^2}=e^{-pr^2}e^{-q^2r^2}$. Since $F(0)=0$ and $F(r)\to q/(2pc)$, the value follows.

```lean
/-- For `p, q > 0` the radial integral of `r exp(-p r²) erf(q r)` converges, with value
`q / (2 p √(p + q²))`. -/
theorem integral_gauss_mul_erf {p q : ℝ} (hp : 0 < p) (hq : 0 < q) :
    IntegrableOn (fun r => r * Real.exp (-(p * r ^ 2)) * erf (q * r)) (Ioi 0) ∧
    ∫ r in Ioi (0 : ℝ), r * Real.exp (-(p * r ^ 2)) * erf (q * r) =
      q / (2 * p * √(p + q ^ 2)) := by
  obtain ⟨c, hcdef⟩ : ∃ c, c = √(p + q ^ 2) := ⟨_, rfl⟩
  have hc : 0 < c := by rw [hcdef]; positivity
  have hc2 : c ^ 2 = p + q ^ 2 := by rw [hcdef]; exact Real.sq_sqrt (by positivity)
  have e1 : q / (2 * p * c) * c = q / (2 * p) := by field_simp
  have e2 : 1 / (2 * p) * (2 * p) = 1 := by field_simp
  -- the antiderivative found by integration by parts
  have hF : ∀ r, HasDerivAt (fun x => q / (2 * p * c) * erf (c * x) -
      1 / (2 * p) * (Real.exp (-(p * x ^ 2)) * erf (q * x)))
      (r * Real.exp (-(p * r ^ 2)) * erf (q * r)) r := fun r => by
    refine (((hasDerivAt_erf_mul c r).const_mul (q / (2 * p * c))).fun_sub
      (((hasDerivAt_gauss p r).fun_mul (hasDerivAt_erf_mul q r)).const_mul
        (1 / (2 * p)))).congr_deriv ?_
    have he : Real.exp (-(c * r) ^ 2) =
        Real.exp (-(p * r ^ 2)) * Real.exp (-(q * r) ^ 2) := by
      rw [← Real.exp_add]
      congr 1
      linear_combination (-r ^ 2) * hc2
    rw [he]
    linear_combination (2 / √π * Real.exp (-(p * r ^ 2)) * Real.exp (-(q * r) ^ 2)) * e1 +
      (r * Real.exp (-(p * r ^ 2)) * erf (q * r)) * e2
  have hl : ∀ k : ℝ, 0 < k → Tendsto (fun x => erf (k * x)) atTop (𝓝 1) := fun k hk =>
    tendsto_erf.comp (tendsto_id.const_mul_atTop hk)
  have hg : Tendsto (fun x : ℝ => Real.exp (-(p * x ^ 2))) atTop (𝓝 0) :=
    Real.tendsto_exp_neg_atTop_nhds_zero.comp
      ((tendsto_pow_atTop two_ne_zero).const_mul_atTop hp)
  have hlim := ((hl c hc).const_mul (q / (2 * p * c))).sub
    ((hg.mul (hl q hq)).const_mul (1 / (2 * p)))
  have hpos : ∀ r ∈ Ioi (0 : ℝ), 0 ≤ r * Real.exp (-(p * r ^ 2)) * erf (q * r) := by
    intro r hr
    have hr0 : 0 < r := hr
    have herf : 0 ≤ erf (q * r) := mul_nonneg (by positivity)
      (intervalIntegral.integral_nonneg (by positivity) (fun t _ => (Real.exp_pos _).le))
    positivity
  have h0 : erf 0 = 0 := by simp [erf]
  refine ⟨integrableOn_Ioi_deriv_of_nonneg' (fun r _ => hF r) hpos hlim, ?_⟩
  rw [integral_Ioi_of_hasDerivAt_of_nonneg' (fun r _ => hF r) hpos hlim, ← hcdef]
  simp [h0]
```

**Q.** An antiderivative with a limit gives me a limit of integrals over $[0,R]$. Where does absolute convergence come from?

**A.** From the sign of the integrand, and the proof turns on the Mathlib lemma that uses it, `integral_Ioi_of_hasDerivAt_of_nonneg'`. The lemma asks for three things: a function with the stated derivative at every point from the lower limit onwards, a derivative that is nonnegative beyond that limit, and a finite limit of the function at infinity. It returns the integral as the limit minus the starting value. For a nonnegative integrand the integrals over $[0,R]$ can only grow with $R$, so a finite limit bounds them and forces integrability.

The companion `integrableOn_Ioi_deriv_of_nonneg'` takes the same three inputs and returns the integrability. This matters because Lean assigns the value 0 to the integral of a non-integrable function. The sign condition is `hpos` here, and it holds because $\mathrm{erf}(qr)\ge0$ for $r>0$. A negative $Z$ does no harm, since the charges enter later as constant factors. The outer-shell integral above was handled by the same lemma.

**Q.** And the physical energy?

**A.** Take two concentric Gaussians with charges $Z_1,Z_2$ and widths $a,b>0$. Set $\alpha=1/(\sqrt2\,a)$ and, from here on, $q=1/(\sqrt2\,b)$. The density of the first against the potential of the second gives

$$\frac{4Z_1Z_2\alpha^3}{\sqrt\pi}\cdot\frac{q}{2\alpha^2\sqrt{\alpha^2+q^2}}=\frac{2Z_1Z_2\,\alpha q}{\sqrt\pi\sqrt{\alpha^2+q^2}} .$$

Since $\alpha q=1/(2ab)$ and $\sqrt{\alpha^2+q^2}=\sqrt{a^2+b^2}/(\sqrt2\,ab)$, the interaction energy is

$$\frac{\sqrt2\,Z_1Z_2}{\sqrt\pi\sqrt{a^2+b^2}} .$$

It is symmetric under exchange of the two charges, as it should be. The theorem states both the integrability and this value. In its proof, `heq` rewrites the integrand for $r>0$, while `hαq` and `hc` are the two conversions to widths.

```lean
/-- Two concentric Gaussian charges of widths `a, b > 0` have a convergent Coulomb interaction
integral, with value `√2 Z₁ Z₂ / (√π √(a² + b²))`. -/
theorem gaussian_interaction_energy (Z₁ Z₂ : ℝ) {a b : ℝ} (ha : 0 < a) (hb : 0 < b) :
    IntegrableOn (fun r => 4 * π * r ^ 2 * gaussianDensity Z₁ a r *
      (Z₂ * erf (r / (√2 * b)) / r)) (Ioi 0) ∧
    ∫ r in Ioi (0 : ℝ), 4 * π * r ^ 2 * gaussianDensity Z₁ a r *
      (Z₂ * erf (r / (√2 * b)) / r) = √2 * Z₁ * Z₂ / (√π * √(a ^ 2 + b ^ 2)) := by
  obtain ⟨α, hα⟩ : ∃ α, α = 1 / (√2 * a) := ⟨_, rfl⟩
  obtain ⟨q, hq⟩ : ∃ q, q = 1 / (√2 * b) := ⟨_, rfl⟩
  have hα0 : 0 < α := by rw [hα]; positivity
  have hq0 : 0 < q := by rw [hq]; positivity
  have h := integral_gauss_mul_erf (pow_pos hα0 2) hq0
  have heq : EqOn (fun r => 4 * π * r ^ 2 * gaussianDensity Z₁ a r *
      (Z₂ * erf (r / (√2 * b)) / r))
      (fun r => 4 * Z₁ * Z₂ * α ^ 3 / √π *
        (r * Real.exp (-(α ^ 2 * r ^ 2)) * erf (q * r))) (Ioi 0) := by
    intro r hr
    have hr0 : 0 < r := hr
    beta_reduce
    rw [gaussianDensity_eq Z₁ ha, ← hα, show r / (√2 * b) = q * r by rw [hq]; ring]
    field_simp
  refine ⟨(integrableOn_congr_fun heq measurableSet_Ioi).mpr (Integrable.const_mul h.1 _), ?_⟩
  rw [setIntegral_congr_fun measurableSet_Ioi heq, integral_const_mul, h.2]
  -- the inverse lengths are expressed through the widths
  have h2 : √2 ^ 2 = (2 : ℝ) := Real.sq_sqrt (by norm_num)
  have hS : √(a ^ 2 + b ^ 2) ^ 2 = a ^ 2 + b ^ 2 := Real.sq_sqrt (by positivity)
  have hS0 : 0 < √(a ^ 2 + b ^ 2) := by positivity
  have hc : √(α ^ 2 + q ^ 2) = √(a ^ 2 + b ^ 2) / (√2 * a * b) := by
    have hsq : α ^ 2 + q ^ 2 = (√(a ^ 2 + b ^ 2) / (√2 * a * b)) ^ 2 := by
      rw [hα, hq]
      simp only [div_pow, mul_pow, one_pow, h2, hS]
      rw [div_add_div _ _ (by positivity) (by positivity),
        div_eq_div_iff (by positivity) (by positivity)]
      ring
    rw [hsq, Real.sqrt_sq (by positivity)]
  have hαq : α * q = 1 / (2 * a * b) := by
    rw [hα, hq, div_mul_div_comm, one_mul,
      show √2 * a * (√2 * b) = 2 * a * b by linear_combination (a * b) * h2]
  have hstep : 4 * Z₁ * Z₂ * α ^ 3 / √π * (q / (2 * α ^ 2 * √(α ^ 2 + q ^ 2))) =
      2 * Z₁ * Z₂ * (α * q) / (√π * √(α ^ 2 + q ^ 2)) := by
    rw [div_mul_div_comm, div_eq_div_iff (by positivity) (by positivity)]
    ring
  have e : √2 * (√(a ^ 2 + b ^ 2) / (√2 * a * b)) = √(a ^ 2 + b ^ 2) * (1 / (a * b)) := by
    field_simp
  rw [hstep, hαq, hc, div_eq_div_iff (by positivity) (by positivity)]
  linear_combination (-(Z₁ * Z₂ * √π)) * e
```

**Q.** For the self-energy you then set everything equal?

**A.** Yes: $a=b=s$ and $Z_1=Z_2=Z$ give $Z^2/(\sqrt\pi\,s)$. The factor $\tfrac12$ counts each pair of charge elements once:

$$\frac12\int_0^\infty4\pi r^2\,n(r)\,\frac{Z\,\mathrm{erf}(r/(\sqrt2\,s))}{r}\,dr=\frac{Z^2}{2\sqrt\pi\,s}.$$

```lean
/-- The Gaussian ionic self-energy: half the integral of the density of width `s > 0` against
the potential `Z erf(r/(√2 s))/r` is `Z²/(2 √π s)`. -/
theorem gaussian_self_energy (Z : ℝ) {s : ℝ} (hs : 0 < s) :
    1 / 2 * ∫ r in Ioi (0 : ℝ), 4 * π * r ^ 2 * gaussianDensity Z s r *
      (Z * erf (r / (√2 * s)) / r) = Z ^ 2 / (2 * √π * s) := by
  have hroot : √(s ^ 2 + s ^ 2) = √2 * s := by
    rw [← two_mul, Real.sqrt_mul (by norm_num), Real.sqrt_sq hs.le]
  rw [(gaussian_interaction_energy Z Z hs hs).2, hroot]
  field_simp
```

**Q.** That statement still has the error function typed into it.

**A.** The last theorem removes it. Its integrand contains `shellPotential (gaussianDensity Z s) r`, the potential generated by the density itself. The proof replaces that potential by the error-function form at every $r>0$ and then uses the previous result.

```lean
/-- The electrostatic energy of a Gaussian charge of width `s > 0` in its own Coulomb potential
is `Z²/(2 √π s)`. -/
theorem gaussian_coulomb_self_energy (Z : ℝ) {s : ℝ} (hs : 0 < s) :
    1 / 2 * ∫ r in Ioi (0 : ℝ), 4 * π * r ^ 2 * gaussianDensity Z s r *
      shellPotential (gaussianDensity Z s) r = Z ^ 2 / (2 * √π * s) := by
  rw [← gaussian_self_energy Z hs]
  congr 1
  exact setIntegral_congr_fun measurableSet_Ioi (fun r hr => by
    simp only [shellPotential_gaussian Z hs (mem_Ioi.mp hr)])

end

end GaussianIonSelfEnergy
```

```lean
#print axioms GaussianIonSelfEnergy.gaussian_coulomb_self_energy
-- 'GaussianIonSelfEnergy.gaussian_coulomb_self_energy' depends on axioms: [propext, Classical.choice, Quot.sound]
```

**Q.** Where would I meet this number in a pseudopotential calculation?

**A.** The long-range local part of a Gaussian dual-space pseudopotential is $-Z\,\mathrm{erf}(r/(\sqrt2\,s))/r$, the potential energy of an electron in the field of this charge. When a code represents the ions by such Gaussians and computes the electrostatic energy of the total charge density, each ion contributes the self-energy found here for a single, isolated, classical charge cloud, and that contribution has to be subtracted. This self-energy contains neither the short-range local and nonlocal parts of the pseudopotential nor any interaction with periodic images. Where the Gaussians of different ions overlap appreciably, a separate correction is needed, because their interaction is then not that of point charges.
